# Non-increasing smearing occupations minimise their free energy at fixed levels and electron number

The entropy of a smeared level can be treated as a function of its occupation or of the argument x at which the occupation function f is evaluated. Here it is a function S(x), so a trial state is a list of real arguments x_i, and its occupations f(x_i) are restricted to values that f takes. This also accommodates occupation functions that take the same value twice.

The index i runs over a finite set `ι`, for instance all pairs of k-point and band.

In Lean 4 with Mathlib:

```lean
import Mathlib

open Finset

namespace MonotoneSmearing

noncomputable section

variable {ι : Type*} [Fintype ι]
```

Occupation and entropy are linked by

S′(x) = x f′(x).

Physically, this is a balance: for a level at e = μ + σx, a small change of occupation changes (e − μ)f and σS by equal amounts. Here μ is the chemical potential and σ the smearing width. `IsSmearing` assumes this relation, with `f'` as the derivative of f. The sign of f′ is a separate hypothesis.

```lean
/-- An occupation function `f` with derivative `f'` and a smearing entropy `S`
that are linked by `S'(x) = x f'(x)`. -/
structure IsSmearing (f f' S : ℝ → ℝ) : Prop where
  occ : ∀ x, HasDerivAt f (f' x) x
  ent : ∀ x, HasDerivAt S (x * f' x) x
```

For level energies e_i, the reduced energies are

y_i = (e_i − μ)/σ.

```lean
/-- The level energies measured from `μ` in units of the width `σ`, for `σ ≠ 0`. -/
def reduced (e : ι → ℝ) (μ σ : ℝ) (i : ι) : ℝ := (e i - μ) / σ
```

With weights w_i, which may include spin degeneracy, the electron number is

N(x) = Σ w_i f(x_i).

```lean
/-- The electron number when level `i` has weight `w i` and occupation `f (x i)`. -/
def electronNumber (w : ι → ℝ) (f : ℝ → ℝ) (x : ι → ℝ) : ℝ := ∑ i, w i * f (x i)
```

The free energy is

F(x) = Σ w_i [e_i f(x_i) − σ S(x_i)].

The e_i are fixed numbers: the levels do not respond to the occupations, as they would in a self-consistent calculation.

```lean
/-- The smeared free energy: band energy minus `σ` times the entropy. -/
def freeEnergy (w e : ι → ℝ) (σ : ℝ) (f S : ℝ → ℝ) (x : ι → ℝ) : ℝ :=
  ∑ i, w i * (e i * f (x i) - σ * S (x i))
```

## One level

For fixed y, let g(t) = y f(t) − S(t). Then

g′(t) = y f′(t) − t f′(t) = (y − t) f′(t).

Let f′ ≤ 0. By the mean value theorem there is a c strictly between x and y with

g(x) − g(y) = (x − y)(y − c) f′(c) ≥ 0,

because x − y and y − c have opposite signs. The case x = y is immediate. The proof treats the three orderings of x and y in turn, and `exists_hasDerivAt_eq_slope` supplies c.

```lean
/-- For a single level of reduced energy `y`, with `S'(x) = x f'(x)` and `f' ≤ 0` everywhere,
`y f(x) - S(x)` is smallest at `x = y`. -/
theorem level_minimal {f f' S : ℝ → ℝ} (h : IsSmearing f f' S) (hf : ∀ x, f' x ≤ 0)
    (x y : ℝ) : y * f y - S y ≤ y * f x - S x := by
  have hg : ∀ t, HasDerivAt (fun t => y * f t - S t) ((y - t) * f' t) t := fun t =>
    (((h.occ t).const_mul y).fun_sub (h.ent t)).congr_deriv (by ring)
  have hc : Continuous (fun t => y * f t - S t) :=
    continuous_iff_continuousAt.2 fun t => (hg t).continuousAt
  -- the slope is `(y - t) f'(t)`, so the function never rises on the way to `y` from either side
  rcases lt_trichotomy x y with hxy | hxy | hxy
  · obtain ⟨c, hc1, hc2⟩ := exists_hasDerivAt_eq_slope _ (fun t => (y - t) * f' t) hxy
      hc.continuousOn (fun t _ => hg t)
    rw [eq_div_iff (sub_pos.2 hxy).ne'] at hc2
    have h1 := mul_nonneg (mul_nonneg (sub_nonneg.2 hc1.2.le) (neg_nonneg.2 (hf c)))
      (sub_pos.2 hxy).le
    linarith
  · rw [hxy]
  · obtain ⟨c, hc1, hc2⟩ := exists_hasDerivAt_eq_slope _ (fun t => (y - t) * f' t) hxy
      hc.continuousOn (fun t _ => hg t)
    rw [eq_div_iff (sub_pos.2 hxy).ne'] at hc2
    have h1 := mul_nonneg (mul_nonneg (sub_nonneg.2 hc1.1.le) (neg_nonneg.2 (hf c)))
      (sub_pos.2 hxy).le
    linarith
```

If f′ < 0 everywhere, f is strictly decreasing. Let x ≠ y and m = (x + y)/2. The previous inequality, used for the pairs (x, m) and (m, y), gives

m f(m) − S(m) ≤ m f(x) − S(x),
g(m) ≥ g(y).

Hence

g(x) − g(y) ≥ (y − m)[f(x) − f(m)] = ½(y − x)[f(x) − f(m)] > 0.

```lean
/-- If `S'(x) = x f'(x)` and `f' < 0` everywhere, `y f(x) - S(x)` is strictly larger at any `x ≠ y`
than at `x = y`. -/
theorem level_strict {f f' S : ℝ → ℝ} (h : IsSmearing f f' S) (hf : ∀ x, f' x < 0)
    {x y : ℝ} (hxy : x ≠ y) : y * f y - S y < y * f x - S x := by
  have hanti : StrictAnti f := strictAnti_of_deriv_neg fun t => by
    rw [(h.occ t).deriv]
    exact hf t
  -- go from `x` to `y` through the midpoint; the first half gains a strict amount
  have h1 := level_minimal h (fun t => (hf t).le) x ((x + y) / 2)
  have h2 := level_minimal h (fun t => (hf t).le) ((x + y) / 2) y
  have h3 : 0 < (y - x) * (f x - f ((x + y) / 2)) := by
    rcases lt_or_gt_of_ne hxy with hlt | hgt
    · exact mul_pos (sub_pos.2 hlt) (sub_pos.2 (hanti (by linarith)))
    · exact mul_pos_of_neg_of_neg (sub_neg.2 hgt) (sub_neg.2 (hanti (by linarith)))
  linarith
```

## All levels at fixed electron number

Substituting e_i = μ + σ y_i gives

F(x) = μ N(x) + σ Σ w_i [y_i f(x_i) − S(x_i)].

```lean
/-- For `σ ≠ 0` the free energy is `μ` times the electron number plus `σ` times a weighted
sum of single-level terms. -/
theorem freeEnergy_eq (w e x : ι → ℝ) (f S : ℝ → ℝ) (μ : ℝ) {σ : ℝ} (hσ : σ ≠ 0) :
    freeEnergy w e σ f S x = μ * electronNumber w f x
      + σ * ∑ i, w i * (reduced e μ σ i * f (x i) - S (x i)) := by
  unfold freeEnergy electronNumber reduced
  rw [Finset.mul_sum, Finset.mul_sum, ← Finset.sum_add_distrib]
  refine Finset.sum_congr rfl fun i _ => ?_
  have he : σ * ((e i - μ) / σ) = e i - μ := by field_simp
  linear_combination (-(w i * f (x i))) * he
```

If N(x) = N(y), the μ terms agree. Each bracket is smallest at x_i = y_i, and w_i ≥ 0 and σ > 0 preserve the inequality, so

F(y) ≤ F(x).

The theorem takes μ as given and compares states with the electron number that this μ produces; it does not solve for μ. For a metal with a finite set of fixed one-electron levels and a non-increasing f, the free energy of any trial arguments with this electron number is therefore an upper bound to the minimum F(y).

```lean
/-- Minimality for monotone smearing: with `S'(x) = x f'(x)` and `f' ≤ 0` everywhere, non-negative
weights and `σ > 0`, the arguments `(e i - μ) / σ` give the lowest free energy among all arguments
`x i` with the same electron number. -/
theorem freeEnergy_minimal {f f' S : ℝ → ℝ} (h : IsSmearing f f' S) (hf : ∀ x, f' x ≤ 0)
    {w e x : ι → ℝ} {μ σ : ℝ} (hw : ∀ i, 0 ≤ w i) (hσ : 0 < σ)
    (hN : electronNumber w f x = electronNumber w f (reduced e μ σ)) :
    freeEnergy w e σ f S (reduced e μ σ) ≤ freeEnergy w e σ f S x := by
  rw [freeEnergy_eq w e _ f S μ hσ.ne', freeEnergy_eq w e x f S μ hσ.ne', hN]
  have hsum := Finset.sum_le_sum fun i (_ : i ∈ (Finset.univ : Finset ι)) =>
    mul_le_mul_of_nonneg_left (level_minimal h hf (x i) (reduced e μ σ i)) (hw i)
  have := mul_le_mul_of_nonneg_left hsum hσ.le
  linarith
```

The same sum gives a neighbouring result at fixed μ: F(x) − μN(x) is smallest at x = y even when N(x) is free to vary.

If f′ < 0 and every w_i > 0, a single displaced level raises the sum strictly. A state with the same electron number and F(x) ≤ F(y) is therefore y itself.

```lean
/-- With `S'(x) = x f'(x)` and `f' < 0` everywhere, positive weights and `σ > 0`, arguments `x i`
with the same electron number and a free energy no higher than the minimum must equal
`(e i - μ) / σ`. -/
theorem minimiser_unique {f f' S : ℝ → ℝ} (h : IsSmearing f f' S) (hf : ∀ x, f' x < 0)
    {w e x : ι → ℝ} {μ σ : ℝ} (hw : ∀ i, 0 < w i) (hσ : 0 < σ)
    (hN : electronNumber w f x = electronNumber w f (reduced e μ σ))
    (hF : freeEnergy w e σ f S x ≤ freeEnergy w e σ f S (reduced e μ σ)) :
    x = reduced e μ σ := by
  by_contra hne
  obtain ⟨j, hj⟩ := Function.ne_iff.1 hne
  rw [freeEnergy_eq w e x f S μ hσ.ne', freeEnergy_eq w e _ f S μ hσ.ne', hN] at hF
  -- one displaced level already raises the sum
  have hsum := Finset.sum_lt_sum
    (fun i (_ : i ∈ (Finset.univ : Finset ι)) => mul_le_mul_of_nonneg_left
      (level_minimal h (fun t => (hf t).le) (x i) (reduced e μ σ i)) (hw i).le)
    ⟨j, Finset.mem_univ j, mul_lt_mul_of_pos_left (level_strict h hf hj) (hw j)⟩
  have := mul_lt_mul_of_pos_left hsum hσ
  linarith
```

## Minimality forces a non-increasing occupation

Take a ≤ b and two levels of unit weight at μ + σa and μ + σb, so that y = (a, b). The exchanged state x = (b, a) has the same electron number and total entropy, and

F(x) − F(y) = σ(b − a)[f(a) − f(b)].

If minimality holds for every such pair, f(a) ≥ f(b). This direction needs neither differentiability nor the link between f and S.

```lean
/-- Converse: if, at some `μ` and `σ > 0`, minimality at fixed electron number holds for every
pair of levels of unit weight, then the occupation function is non-increasing. -/
theorem antitone_of_minimal {f S : ℝ → ℝ} {μ σ : ℝ} (hσ : 0 < σ)
    (h : ∀ e x : Fin 2 → ℝ,
      electronNumber (fun _ => 1) f x = electronNumber (fun _ => 1) f (reduced e μ σ) →
      freeEnergy (fun _ => 1) e σ f S (reduced e μ σ) ≤ freeEnergy (fun _ => 1) e σ f S x) :
    Antitone f := by
  intro a b hab
  have hy : reduced ![μ + σ * a, μ + σ * b] μ σ = ![a, b] := by
    ext i
    fin_cases i <;> simp [reduced, hσ.ne']
  -- exchanging the two arguments keeps the electron number and the entropy
  have key := h ![μ + σ * a, μ + σ * b] ![b, a] (by
    rw [hy]
    simp [electronNumber, Fin.sum_univ_two, add_comm])
  rw [hy] at key
  simp only [freeEnergy, Fin.sum_univ_two, Matrix.cons_val_zero, Matrix.cons_val_one,
    one_mul] at key
  by_contra hlt
  have hlt' : f a < f b := lt_of_not_ge hlt
  have hab' : a < b := lt_of_le_of_ne hab fun hEq => by
    rw [hEq] at hlt'
    exact lt_irrefl _ hlt'
  have := mul_pos (mul_pos hσ (sub_pos.2 hab')) (sub_pos.2 hlt')
  linarith
```

## Fermi–Dirac occupations

For thermal occupations, σ is k_B T and

f(x) = 1/(1 + eˣ).

```lean
/-- The Fermi–Dirac occupation `1 / (1 + exp x)`. -/
def fermi (x : ℝ) : ℝ := (1 + Real.exp x)⁻¹
```

The mixing entropy, in units of k_B, is

s(n) = −[n ln n + (1 − n) ln(1 − n)].

```lean
/-- The mixing entropy of a level with occupation `n` strictly between 0 and 1. -/
def mixing (n : ℝ) : ℝ := -(n * Real.log n + (1 - n) * Real.log (1 - n))
```

Since 1 − f(x) = eˣ f(x), at n = f(x)

ds/dn = ln[(1 − n)/n] = x.

With S(x) = s(f(x)), the chain rule gives S′(x) = x f′(x). Moreover,

f′(x) = −eˣ/(1 + eˣ)² < 0.

```lean
/-- The Fermi–Dirac occupation and its mixing entropy satisfy `S'(x) = x f'(x)`, and the
occupation has a negative derivative everywhere. -/
theorem fermi_witness :
    IsSmearing fermi (fun x => -Real.exp x / (1 + Real.exp x) ^ 2) (fun x => mixing (fermi x))
      ∧ ∀ x : ℝ, -Real.exp x / (1 + Real.exp x) ^ 2 < 0 := by
  have hpos : ∀ x : ℝ, 0 < 1 + Real.exp x := fun x => by positivity
  have hocc : ∀ x, HasDerivAt fermi (-Real.exp x / (1 + Real.exp x) ^ 2) x := fun x =>
    ((Real.hasDerivAt_exp x).const_add 1).inv (hpos x).ne'
  refine ⟨⟨hocc, fun x => ?_⟩, fun x =>
    div_neg_of_neg_of_pos (neg_lt_zero.2 (Real.exp_pos x)) (pow_pos (hpos x) 2)⟩
  have hn : 0 < fermi x := inv_pos.2 (hpos x)
  have hhole : 1 - fermi x = Real.exp x * fermi x := by
    have := mul_inv_cancel₀ (hpos x).ne'
    unfold fermi
    linear_combination -this
  have hm : 0 < 1 - fermi x := by
    rw [hhole]
    exact mul_pos (Real.exp_pos x) hn
  -- the logarithm of the hole-to-particle ratio is `x`
  have hlog : Real.log (1 - fermi x) - Real.log (fermi x) = x := by
    rw [hhole, Real.log_mul (Real.exp_pos x).ne' hn.ne', Real.log_exp]
    ring
  have h1 := (hasDerivAt_id' (fermi x)).fun_mul (Real.hasDerivAt_log hn.ne')
  have h2 := (hasDerivAt_id' (fermi x)).const_sub 1
  have h3 := h2.fun_mul (h2.log hm.ne')
  have hs : HasDerivAt mixing x (fermi x) := (h1.fun_add h3).fun_neg.congr_deriv (by
    have a := mul_inv_cancel₀ hn.ne'
    have b : (1 - fermi x) * (-1 / (1 - fermi x)) = -1 := mul_div_cancel₀ (-1) hm.ne'
    linear_combination hlog - a - b)
  exact hs.comp x (hocc x)
```

Every n_i with 0 < n_i < 1 equals f(x_i) for

x_i = ln[(1 − n_i)/n_i].

The restriction to values of f thus becomes a restriction to strictly fractional occupations. Among all of these with the same electron number, the Fermi–Dirac values minimise

Σ w_i [e_i n_i − σ s(n_i)].

In the proof, `choose` collects the x_i, and `freeEnergy_minimal` does the rest.

```lean
/-- For non-negative weights and `σ > 0`, Fermi–Dirac occupations minimise the free energy with
mixing entropy among all occupations strictly between 0 and 1 with the same electron number. -/
theorem fermi_minimal {w e n : ι → ℝ} {μ σ : ℝ} (hw : ∀ i, 0 ≤ w i) (hσ : 0 < σ)
    (hn : ∀ i, 0 < n i ∧ n i < 1)
    (hN : ∑ i, w i * n i = electronNumber w fermi (reduced e μ σ)) :
    freeEnergy w e σ fermi (fun x => mixing (fermi x)) (reduced e μ σ)
      ≤ ∑ i, w i * (e i * n i - σ * mixing (n i)) := by
  -- every fractional occupation is a Fermi–Dirac value
  have hex : ∀ i, ∃ x, fermi x = n i := fun i => by
    refine ⟨Real.log ((1 - n i) / n i), ?_⟩
    have hr : 1 + (1 - n i) / n i = (n i)⁻¹ := by
      rw [sub_div, div_self (hn i).1.ne', one_div]
      ring
    unfold fermi
    rw [Real.exp_log (div_pos (sub_pos.2 (hn i).2) (hn i).1), hr, inv_inv]
  choose x hx using hex
  have hNx : electronNumber w fermi x = electronNumber w fermi (reduced e μ σ) := by
    rw [← hN]
    simp only [electronNumber, hx]
  have key := freeEnergy_minimal fermi_witness.1 (fun t => (fermi_witness.2 t).le) hw hσ hNx
  simpa only [freeEnergy, hx] using key

end

end MonotoneSmearing
```

```lean
#print axioms MonotoneSmearing.freeEnergy_minimal
-- 'MonotoneSmearing.freeEnergy_minimal' depends on axioms: [propext, Classical.choice, Quot.sound]
#print axioms MonotoneSmearing.minimiser_unique
-- 'MonotoneSmearing.minimiser_unique' depends on axioms: [propext, Classical.choice, Quot.sound]
#print axioms MonotoneSmearing.antitone_of_minimal
-- 'MonotoneSmearing.antitone_of_minimal' depends on axioms: [propext, Classical.choice, Quot.sound]
#print axioms MonotoneSmearing.fermi_minimal
-- 'MonotoneSmearing.fermi_minimal' depends on axioms: [propext, Classical.choice, Quot.sound]
```
